# The overlap matrix of two normalised orbitals with real overlap strictly between −1 and 1 is positive definite

Two normalised orbitals, one on each of two fragments, with real overlap `s`, have the overlap matrix [[1, s], [s, 1]]. The theorem `dimerOverlap_posDef` states that this real matrix is positive definite whenever −1 < s < 1. The proof first has to show that the matrix is Hermitian, and then that its quadratic form u² + 2suv + v² is positive for every nonzero real vector (u, v). For the second part it treats s ≥ 0 and s ≤ 0 separately, using (1 − s)(u² + v²) + s(u + v)² in the one case and (1 + s)(u² + v²) − s(u − v)² in the other.

In Lean, a first try:

```lean
import Mathlib

open Matrix Filter Topology

namespace DimerOverlapPosDef

noncomputable section

/-- The matrix `[[1, s], [s, 1]]`; for `-1 < s < 1` it is the overlap matrix of two normalised
orbitals, one on each fragment. -/
def dimerOverlap (s : ℝ) : Matrix (Fin 1 ⊕ Fin 1) (Fin 1 ⊕ Fin 1) ℝ :=
  fromBlocks 1 (s • 1) (s • 1) 1

/-- The two-orbital overlap matrix is positive definite for `-1 < s < 1`. -/
theorem dimerOverlap_posDef {s : ℝ} (h₀ : -1 < s) (h₁ : s < 1) :
    (dimerOverlap s).PosDef := by
  refine posDef_iff_dotProduct_mulVec.mpr ⟨?_, fun x hx => ?_⟩
  · simp [IsHermitian, dimerOverlap, fromBlocks_conjTranspose]
  · have hval : star x ⬝ᵥ (dimerOverlap s *ᵥ x) = x (Sum.inl 0) ^ 2
        + 2 * s * x (Sum.inl 0) * x (Sum.inr 0) + x (Sum.inr 0) ^ 2 := by
      simp [dimerOverlap, dotProduct, mulVec, Fintype.sum_sum_type]
      ring
    have hpos : 0 < x (Sum.inl 0) ^ 2 + x (Sum.inr 0) ^ 2 := by
      by_contra hn
      have hu : x (Sum.inl 0) ^ 2 = 0 := by
        nlinarith [sq_nonneg (x (Sum.inl 0)), sq_nonneg (x (Sum.inr 0))]
      have hv : x (Sum.inr 0) ^ 2 = 0 := by
        nlinarith [sq_nonneg (x (Sum.inl 0)), sq_nonneg (x (Sum.inr 0))]
      apply hx
      funext i
      rcases i with i | i
      · rw [Subsingleton.elim i 0]
        exact (pow_eq_zero_iff two_ne_zero).mp hu
      · rw [Subsingleton.elim i 0]
        exact (pow_eq_zero_iff two_ne_zero).mp hv
    rw [hval]
    rcases le_total 0 s with hs | hs
    · nlinarith [mul_pos (sub_pos.mpr h₁) hpos,
        mul_nonneg hs (sq_nonneg (x (Sum.inl 0) + x (Sum.inr 0)))]
    · nlinarith [mul_pos (by linarith : 0 < 1 + s) hpos,
        mul_nonneg (neg_nonneg.mpr hs) (sq_nonneg (x (Sum.inl 0) - x (Sum.inr 0)))]

end

end DimerOverlapPosDef
```

Compiling this gives:

```
Main.lean:18:2: error: unsolved goals
case refine_1
s : ℝ
h₀ : -1 < s
h₁ : s < 1
⊢ (fromBlocks 1 (s • 1) (s • 1) 1)ᵀ = fromBlocks 1 (s • 1) (s • 1) 1
Main.lean:18:37: warning: This simp argument is unused:
  fromBlocks_conjTranspose

Hint: Omit it from the simp argument list.
  [apply] simp [IsHermitian, dimerOverlap]

Note: This linter can be disabled with `set_option linter.unusedSimpArgs false`
```

Cause. The error is in the Hermitian part. The goal there begins as a statement about the conjugate transpose `ᴴ`, but the goal left over in the message has the plain transpose `ᵀ`. Over the reals conjugation does nothing, and `simp` has replaced the one by the other.

The supplied lemma `fromBlocks_conjTranspose` rewrites only the conjugate transpose of a block matrix, so it could not act on the goal that remained. The warning that this `simp` argument is unused has the same cause. Lean's hint to omit the lemma would silence the warning but leave the goal unproved.

The repair puts `fromBlocks_transpose` in its place. This lemma matches the `ᵀ` form: it transposes each block and exchanges the two off-diagonal ones. Both of those are `s • 1`, and all four blocks are unchanged by transposition, so the two sides agree and `simp` closes the goal.

After these edits no error is left:

```diff
@@ -16,5 +16,5 @@
     (dimerOverlap s).PosDef := by
   refine posDef_iff_dotProduct_mulVec.mpr ⟨?_, fun x hx => ?_⟩
-  · simp [IsHermitian, dimerOverlap, fromBlocks_conjTranspose]
+  · simp [IsHermitian, dimerOverlap, fromBlocks_transpose]
   · have hval : star x ⬝ᵥ (dimerOverlap s *ᵥ x) = x (Sum.inl 0) ^ 2
         + 2 * s * x (Sum.inl 0) * x (Sum.inr 0) + x (Sum.inr 0) ^ 2 := by
```
